# Two BFGS updates along conjugate steps recover a two-dimensional model Hessian exactly

In geometry optimisation, the BFGS formula improves an estimate of the energy's Hessian from each step and the gradient change it causes. `conjugate_steps_exact` treats one model Hessian, with rows (2, 1) and (1, 2), an estimate that starts as the identity, and the fixed, unnormalised steps (1, 0) and (-1, 2), each gradient change being the Hessian times the step. It states that the steps are conjugate, meaning that the second is orthogonal to the Hessian times the first, and that the estimate after both updates equals the Hessian. The attempt computes the conjugacy directly, then puts in the explicit first estimate and compares the matrices entry by entry.

An attempt in Lean 4 with a fault in it:

```lean
import Mathlib

open Matrix

namespace BFGSHeredity

noncomputable section

variable {n : Type*} [Fintype n]

/-- The BFGS update of a Hessian estimate `B` for a step `s` and a gradient change `y`. -/
def bfgs (B : Matrix n n ℝ) (s y : n → ℝ) : Matrix n n ℝ :=
  B - (s ⬝ᵥ B *ᵥ s)⁻¹ • vecMulVec (B *ᵥ s) (s ᵥ* B) + (s ⬝ᵥ y)⁻¹ • vecMulVec y y

/-- The Hessian of the two-dimensional model energy. -/
def hess : Matrix (Fin 2) (Fin 2) ℝ := !![2, 1; 1, 2]

/-- The estimate after one BFGS update of the identity along the first coordinate axis. -/
def firstEstimate : Matrix (Fin 2) (Fin 2) ℝ := bfgs 1 ![1, 0] (hess *ᵥ ![1, 0])

/-- The explicit entries of the estimate after the first update. -/
theorem firstEstimate_eq : firstEstimate = !![2, 1; 1, 3 / 2] := by
  ext i j
  fin_cases i <;> fin_cases j <;>
    simp [firstEstimate, bfgs, hess, Matrix.mulVec, dotProduct,
      Matrix.vecMulVec_apply, Fin.sum_univ_two, Matrix.one_apply]
  norm_num

/-- If the second step is `(-1, 2)`, which is conjugate to the first, two BFGS updates
recover the model Hessian exactly. -/
theorem conjugate_steps_exact :
    ![-1, 2] ⬝ᵥ hess *ᵥ ![1, 0] = 0 ∧
    bfgs firstEstimate ![-1, 2] (hess *ᵥ ![-1, 2]) = hess := by
  constructor
  · simp [hess, Matrix.mulVec, dotProduct, Fin.sum_univ_two]
  · rw [firstEstimate_eq]
    ext i j
    fin_cases i <;> fin_cases j <;>
      simp [bfgs, hess, Matrix.mulVec, Matrix.vecMul, dotProduct,
        Matrix.vecMulVec_apply, Fin.sum_univ_two] <;> norm_num

end

end BFGSHeredity
```

The compiler's answer:

```
Main.lean:36:2: error: unsolved goals
case right.«0».«0»
⊢ vecHead
      (vecHead
        ((1 / 4) • fun i =>
          ![0, (-vecHead (![![2, 1], ![1, 3 / 2]] i) + 2 * vecHead (vecTail (![![2, 1], ![1, 3 / 2]] i))) * 2])) =
    0

case right.«0».«1»
⊢ vecHead
      (vecTail
        (vecHead
          ((1 / 4) • fun i =>
            ![0, (-vecHead (![![2, 1], ![1, 3 / 2]] i) + 2 * vecHead (vecTail (![![2, 1], ![1, 3 / 2]] i))) * 2]))) =
    0

case right.«1».«0»
⊢ vecHead
      (vecHead
        (vecTail
          ((1 / 4) • fun i =>
            ![0, (-vecHead (![![2, 1], ![1, 3 / 2]] i) + 2 * vecHead (vecTail (![![2, 1], ![1, 3 / 2]] i))) * 2]))) =
    0

case right.«1».«1»
⊢ 3 / 2 -
        vecHead
          (vecTail
            (vecHead
              (vecTail
                ((1 / 4) • fun i =>
                  ![0,
                    (-vecHead (![![2, 1], ![1, 3 / 2]] i) + 2 * vecHead (vecTail (![![2, 1], ![1, 3 / 2]] i))) *
                      2])))) +
      3 / 2 =
    2
Main.lean:39:39: warning: This simp argument is unused:
  Matrix.vecMul

Hint: Omit it from the simp argument list.
  [apply] simp [bfgs, hess, Matrix.mulVec, dotProduct, Matrix.vecMulVec_apply, Fin.sum_univ_two]

Note: This linter can be disabled with `set_option linter.unusedSimpArgs false`
```

What went wrong. The error lies in the second part, where all four entries stay open. The goals left are true, but each contains `vecHead` and `vecTail` applied to `(1 / 4) • fun i => ![0, …]`. This is the outer product subtracted in the update, which `simp` had turned into a function giving whole rows. That function is never applied to a definite index, so `Matrix.vecMulVec_apply`, which needs an entry of a `vecMulVec`, no longer fits, and `norm_num` has no plain number to work out. The warning says only that `simp` never used the definition `Matrix.vecMul`.

The repair first proves what the three products in the second update are: `hB` and `hv` give `![0, 2]`, `hA` gives `![0, 3]`. After `rw` has unfolded `bfgs` and put these in, `simp only` applies the entry lemmas while `i` and `j` are still variables, so each outer product becomes an ordinary product of two components. Only then does `fin_cases` choose the entries, and `simp [hess]` and `norm_num` finish the arithmetic. The unused argument goes with the old `simp` call.

The mended proof, as a diff:

```diff
@@ -34,9 +34,26 @@
   constructor
   · simp [hess, Matrix.mulVec, dotProduct, Fin.sum_univ_two]
-  · rw [firstEstimate_eq]
+  · -- the three vectors that enter the second update
+    have hB : (!![2, 1; 1, 3 / 2] : Matrix (Fin 2) (Fin 2) ℝ) *ᵥ ![-1, 2] = ![0, 2] := by
+      ext i
+      simp only [Matrix.mulVec, dotProduct, Fin.sum_univ_two]
+      fin_cases i <;> simp
+      norm_num
+    have hv : ![-1, 2] ᵥ* (!![2, 1; 1, 3 / 2] : Matrix (Fin 2) (Fin 2) ℝ) = ![0, 2] := by
+      ext i
+      simp only [Matrix.vecMul, dotProduct, Fin.sum_univ_two]
+      fin_cases i <;> simp
+      norm_num
+    have hA : hess *ᵥ ![-1, 2] = ![0, 3] := by
+      ext i
+      simp only [hess, Matrix.mulVec, dotProduct, Fin.sum_univ_two]
+      fin_cases i <;> simp
+      norm_num
+    rw [firstEstimate_eq, bfgs, hB, hv, hA]
     ext i j
-    fin_cases i <;> fin_cases j <;>
-      simp [bfgs, hess, Matrix.mulVec, Matrix.vecMul, dotProduct,
-        Matrix.vecMulVec_apply, Fin.sum_univ_two] <;> norm_num
+    simp only [Matrix.add_apply, Matrix.sub_apply, Matrix.smul_apply,
+      Matrix.vecMulVec_apply, smul_eq_mul, dotProduct, Fin.sum_univ_two]
+    fin_cases i <;> fin_cases j <;> simp [hess]
+    norm_num
 
 end
```
